# Reversing the sign of equal couplings among three degenerate plane waves changes the spectrum

The lemma concerns a one-particle Hamiltonian in a finite basis of three plane waves, numbered 0, 1 and 2, in one dimension. All kinetic energies are set to zero, the potential has no diagonal part, and it couples every pair of different waves with strength 1. The lemma states that the Hamiltonians with potential V and with −V have different characteristic polynomials, so their energy levels, counted with multiplicity, are not the same. The proof is by contradiction: equal characteristic polynomials would give V and −V equal determinants, but for this 3 × 3 matrix these are 2 and −2.

In Lean, a first try:

```lean
import Mathlib

open Matrix

namespace EvenComponentRevealsSign

noncomputable section

variable {d : ℕ}

/-- The kinetic energy in the plane-wave basis `S`: a diagonal matrix with entries `T G`. -/
def kinetic (S : Finset (Fin d → ℤ)) (T : (Fin d → ℤ) → ℝ) : Matrix S S ℂ :=
  Matrix.diagonal fun G => (T G.1 : ℂ)

/-- The pseudopotential in the plane-wave basis `S`: it couples `G'` to `G` with
strength `V (G - G')`. -/
def potential (S : Finset (Fin d → ℤ)) (V : (Fin d → ℤ) → ℂ) : Matrix S S ℂ :=
  Matrix.of fun G G' => V (G.1 - G'.1)

/-- The three plane waves `0, 1, 2` of a one-dimensional crystal. -/
def threeWaves : Finset (Fin 1 → ℤ) :=
  Finset.univ.image fun (i : Fin 3) (_ : Fin 1) => ((i : ℕ) : ℤ)

/-- The one-dimensional coupling with `V 0 = 0` and all other components equal to `1`. -/
def equalCoupling : (Fin 1 → ℤ) → ℂ := fun G => if G 0 = 0 then 0 else 1

/-- For three degenerate plane waves with equal couplings, including the even component
`V 2 = 1`, the two signs of the potential give different characteristic polynomials. -/
theorem even_component_reveals_sign :
    (kinetic threeWaves 0 + potential threeWaves equalCoupling).charpoly
      ≠ (kinetic threeWaves 0 - potential threeWaves equalCoupling).charpoly := by
  -- number the plane waves by 0, 1, 2
  let f : Fin 3 → threeWaves := fun i =>
    ⟨fun _ => ((i : ℕ) : ℤ), Finset.mem_image_of_mem _ (Finset.mem_univ i)⟩
  have hf : Function.Bijective f := by
    constructor
    · intro i j h
      have h0 : ((i : ℕ) : ℤ) = ((j : ℕ) : ℤ) := congrFun (congrArg Subtype.val h) 0
      exact Fin.ext (by exact_mod_cast h0)
    · rintro ⟨G, hG⟩
      obtain ⟨i, _, hi⟩ := Finset.mem_image.mp hG
      exact ⟨i, Subtype.ext hi⟩
  let e : Fin 3 ≃ threeWaves := Equiv.ofBijective f hf
  have hP : (potential threeWaves equalCoupling).submatrix e e
      = !![0, 1, 1; 1, 0, 1; 1, 1, 0] := by
    ext i j
    change (if ((i : ℕ) : ℤ) - ((j : ℕ) : ℤ) = 0 then (0 : ℂ) else 1) = _
    fin_cases i <;> fin_cases j <;> simp
  have hdet : (potential threeWaves equalCoupling).det = 2 := by
    rw [← Matrix.det_submatrix_equiv_self e, hP]
    norm_num [Matrix.det_fin_three]
  have hK : kinetic threeWaves 0 = 0 := by
    ext i j
    simp [kinetic, Matrix.diagonal_apply]
  intro h
  -- equal characteristic polynomials would force equal determinants, 2 = -2
  have h2 : (potential threeWaves equalCoupling).det
      = (-potential threeWaves equalCoupling).det := by
    rw [hK, zero_add, zero_sub] at h
    rw [Matrix.det_eq_sign_charpoly_coeff, h, ← Matrix.det_eq_sign_charpoly_coeff]
  rw [Matrix.det_neg, hdet, ← Fintype.card_congr e, Fintype.card_fin] at h2
  norm_num at h2

end

end EvenComponentRevealsSign
```

The error:

```
Main.lean:49:62: error: unsolved goals
f : Fin 3 → ↥threeWaves := fun i => ⟨fun x => ↑↑i, ⋯⟩
hf : Function.Bijective f
e : Fin 3 ≃ ↥threeWaves := Equiv.ofBijective f hf
hP : (potential threeWaves equalCoupling).submatrix ⇑e ⇑e = !![0, 1, 1; 1, 0, 1; 1, 1, 0]
⊢ -vecCons (![0, 1, 1] 2) (fun i => vecCons (![1, 0, 1] 2) (fun i => ![1, 1, 0] 2) i) 2 +
        ![1, 0, 1] 2 * vecCons 0 (fun i => vecCons 1 (fun i => 1) i) 2 +
      ![0, 1, 1] 2 * vecCons 1 (fun i => vecCons 0 (fun i => 1) i) 2 =
    2
```

The repair, with which the file compiles:

```diff
@@ -48,6 +48,7 @@
     fin_cases i <;> fin_cases j <;> simp
   have hdet : (potential threeWaves equalCoupling).det = 2 := by
-    rw [← Matrix.det_submatrix_equiv_self e, hP]
-    norm_num [Matrix.det_fin_three]
+    rw [← Matrix.det_submatrix_equiv_self e, hP, Matrix.det_fin_three]
+    change (0 : ℂ) * 0 * 0 - 0 * 1 * 1 - 1 * 1 * 0 + 1 * 1 * 1 + 1 * 1 * 1 - 1 * 0 * 1 = 2
+    norm_num
   have hK : kinetic threeWaves 0 = 0 := by
     ext i j
```

The only error is in `hdet`, the claim that the determinant of the potential is 2. The rewrite to the explicit matrix `hP` succeeded, and `norm_num [Matrix.det_fin_three]` did expand the determinant. But it left matrix entries with an index 2 unevaluated, such as `![0, 1, 1] 2`, which is simply 1. With these entries still standing as vector lookups, the arithmetic could not be finished, and Lean reported the remaining equation as an unsolved goal. That equation is true; it was only not in numerical form.

The repair separates the steps. `Matrix.det_fin_three` moves into the `rw`, which expands the determinant without simplifying it. The new `change` line then restates the goal with every entry written as 0 or 1. Lean accepts this because the lookups evaluate to those numbers by definition. What remains is plain arithmetic in the complex numbers, which `norm_num` proves.
